# In a convergent Poisson average, a factor k can be traded for the mean and a shift of k by one

For a Poisson-distributed count k with mean r, the average of k g(k) is r times the average of g(k + 1). The theorem `poisson_shift` states this as a fact about series: if the terms `poissonWeight r k * g (k + 1)` sum to `S`, then the terms `poissonWeight r k * (k * g k)` sum to `r * S`. Here `g` is any real function on the natural numbers and `r` any real number, though for negative `r` the weights are no longer probabilities. The attempt splits off the term k = 0, multiplies the given series by `r`, and uses `convert` to match the two.

An attempt in Lean 4 with a fault in it:

```lean
import Mathlib

open Filter Topology

namespace PoissonShift

noncomputable section

/-- The Poisson weight `e^(-r) r^k / k!` of `k` firings with mean `r`; for negative `r` it is
continued by the same formula. -/
def poissonWeight (r : ℝ) (k : ℕ) : ℝ := Real.exp (-r) * r ^ k / k.factorial

/-- In a Poisson average a factor `k` can be traded for the mean `r` and a shift of `k` by one,
provided the shifted series converges. -/
theorem poisson_shift (r S : ℝ) (g : ℕ → ℝ)
    (h : HasSum (fun k : ℕ => poissonWeight r k * g (k + 1)) S) :
    HasSum (fun k : ℕ => poissonWeight r k * (k * g k)) (r * S) := by
  rw [← hasSum_nat_add_iff' 1]
  convert h.mul_left r using 1
  · funext k
    have hk : (k : ℝ) + 1 ≠ 0 := by positivity
    simp only [poissonWeight, Nat.factorial_succ]
    push_cast
    linear_combination (Real.exp (-r) * r ^ (k + 1) / k.factorial * g (k + 1)) *
      mul_inv_cancel₀ hk
  · simp

end

end PoissonShift
```

Compiling this gives:

```
Main.lean:20:4: error: Tactic `apply` failed: could not unify the conclusion of `@funext`
  ?f = ?g
with the goal
  Real.instAddCommGroup.toAddCommMonoid =
    CommRing.toNonUnitalCommRing.toNonUnitalNonAssocCommRing.toNonUnitalNonAssocSemiring.toAddCommMonoid

Note: The full type of `@funext` is
  ∀ {α : Sort ?u.38} {β : α → Sort ?u.37} {f g : (x : α) → β x}, (∀ (x : α), f x = g x) → f = g

case e'_3
r S : ℝ
g : ℕ → ℝ
h : HasSum (fun k => poissonWeight r k * g (k + 1)) S
⊢ Real.instAddCommGroup.toAddCommMonoid =
    CommRing.toNonUnitalCommRing.toNonUnitalNonAssocCommRing.toNonUnitalNonAssocSemiring.toAddCommMonoid
Main.lean:26:2: error: unsolved goals
case e'_5
r S : ℝ
g : ℕ → ℝ
h : HasSum (fun k => poissonWeight r k * g (k + 1)) S
⊢ (fun n => poissonWeight r (n + 1) * ((↑n + 1) * g (n + 1))) = fun i => r * (poissonWeight r i * g (i + 1))
Main.lean:17:67: error: unsolved goals
case e'_6
r S : ℝ
g : ℕ → ℝ
h : HasSum (fun k => poissonWeight r k * g (k + 1)) S
⊢ r * S - ∑ i ∈ Finset.range 1, poissonWeight r i * (↑i * g i) = r * S
```

The mended proof, as a diff:

```diff
@@ -16,13 +16,17 @@
     (h : HasSum (fun k : ℕ => poissonWeight r k * g (k + 1)) S) :
     HasSum (fun k : ℕ => poissonWeight r k * (k * g k)) (r * S) := by
-  rw [← hasSum_nat_add_iff' 1]
-  convert h.mul_left r using 1
-  · funext k
+  have e (k : ℕ) : r * (poissonWeight r k * g (k + 1)) =
+      poissonWeight r (k + 1) * (((k + 1 : ℕ) : ℝ) * g (k + 1)) := by
     have hk : (k : ℝ) + 1 ≠ 0 := by positivity
     simp only [poissonWeight, Nat.factorial_succ]
     push_cast
-    linear_combination (Real.exp (-r) * r ^ (k + 1) / k.factorial * g (k + 1)) *
+    simp only [div_eq_mul_inv, mul_inv]
+    linear_combination -(Real.exp (-r) * r ^ (k + 1) / k.factorial * g (k + 1)) *
       mul_inv_cancel₀ hk
-  · simp
+  have h' := h.mul_left r
+  simp only [e] at h'
+  -- the term k = 0 vanishes
+  rw [← hasSum_nat_add_iff' 1]
+  simpa using h'
 
 end
```

`convert ... using 1` left three goals, where the proof expected two. The first equates two routes to the additive structure on the reals, one from the rewritten goal and one from `h.mul_left r`. `funext` fails there because the two sides are not functions. The bullets are thus off by one: `simp` meets the equality of terms and cannot finish it, and the equality of sums gets no bullet at all.

The repair drops `convert`. It proves the termwise identity first, as `e`, and rewrites the multiplied series with it. `simpa using h'` then removes the zero term at k = 0 and matches the statements, accepting the two additive structures as the same by definition.

The algebra inside the first bullet never ran, so the messages don't test it. In the repair its coefficient changes sign because `e` states the identity the other way round. The added `simp only [div_eq_mul_inv, mul_inv]` splits the inverse of (k + 1) · k! into factors, so that the inverse of k + 1 appears as it does in `mul_inv_cancel₀ hk`. The new comment is mere tidying.
